# Raising a one-electron spin flip of a state killed by S₊: twice gives −2 times the opposite flip, three times gives zero

Let ψ be a vector with S₊ψ = 0 and S_zψ = sψ, and let φ = a†_{p↓}a_{q↑}ψ be the vector got by moving an electron from orbital q, spin up, to orbital p, spin down. The theorem `flip_ladder` states that S_zφ = (s−1)φ, that S₊²φ = −2 a†_{p↑}a_{q↓}ψ, and that S₊³φ = 0. The operators are finite complex matrices obeying the canonical anticommutation relations, over finitely many orbitals; p and q may coincide, no Hamiltonian enters, and neither ψ nor φ need be normalised or nonzero. Since S₊ψ = 0, applying S₊ to an excitation of ψ is the same as applying their commutator to ψ, and the attempt works out this commutator for the four choices of spin labels and chains the results; the S_z claim comes from a similar commutator.

This version doesn't compile in Lean 4 with Mathlib:

```lean
import Mathlib

open Matrix

namespace FlipLadder

noncomputable section

/-- The two spin labels of an electron. -/
inductive Spin
  | up
  | down
  deriving DecidableEq

variable {ι n : Type*} [DecidableEq ι] [Fintype n] [DecidableEq n]
variable (a : ι → Spin → Matrix n n ℂ)

/-- The canonical anticommutation relations for annihilators `a p σ` and their adjoints. -/
structure IsCAR : Prop where
  anti : ∀ p σ q τ, a p σ * a q τ + a q τ * a p σ = 0
  mixed : ∀ p σ q τ, a p σ * (a q τ)ᴴ + (a q τ)ᴴ * a p σ = if p = q ∧ σ = τ then 1 else 0

/-- The excitation operator that moves an electron from `q, τ` to `p, σ`. -/
def excite (p : ι) (σ : Spin) (q : ι) (τ : Spin) : Matrix n n ℂ := (a p σ)ᴴ * a q τ

variable {a} in
/-- For CAR operators the commutator of two excitations is a combination of excitations. -/
theorem excite_comm (h : IsCAR a) (p q r t : ι) (σ τ μ ν : Spin) :
    excite a p σ q τ * excite a r μ t ν - excite a r μ t ν * excite a p σ q τ =
      (if q = r ∧ τ = μ then excite a p σ t ν else 0) -
        (if t = p ∧ ν = σ then excite a r μ q τ else 0) := by
  have key : ∀ A B C D x y : Matrix n n ℂ, B * C + C * B = x → D * A + A * D = y →
      A * C + C * A = 0 → B * D + D * B = 0 →
      A * B * (C * D) - C * D * (A * B) = A * x * D - C * y * B := by
    intro A B C D x y h1 h2 h3 h4
    linear_combination (norm := noncomm_ring) A * h1 * D - C * h2 * B + h3 * D * B - A * C * h4
  have h3 : (a p σ)ᴴ * (a r μ)ᴴ + (a r μ)ᴴ * (a p σ)ᴴ = 0 := by
    rw [← conjTranspose_mul, ← conjTranspose_mul, ← conjTranspose_add, h.anti,
      conjTranspose_zero]
  unfold excite
  rw [key _ _ _ _ _ _ (h.mixed q τ r μ) (h.mixed t ν p σ) h3 (h.anti q τ t ν)]
  split_ifs <;> simp

variable [Fintype ι]

/-- The sum over all orbitals of the operators that turn spin `τ` into spin `σ`. -/
def transfer (σ τ : Spin) : Matrix n n ℂ := ∑ r, excite a r σ r τ

/-- The spin raising operator. -/
def Splus : Matrix n n ℂ := transfer a .up .down

/-- The spin projection: half the number of up electrons minus down electrons. -/
def Sz : Matrix n n ℂ := (1 / 2 : ℂ) • (transfer a .up .up - transfer a .down .down)

variable {a}

/-- For CAR operators, the commutator of the spin transfer `σ τ` with an excitation is the
excitation with creator label `σ` (present if `τ = μ`) minus the excitation with annihilator label
`τ` (present if `ν = σ`). -/
theorem transfer_comm (h : IsCAR a) (σ τ μ ν : Spin) (p q : ι) :
    transfer a σ τ * excite a p μ q ν - excite a p μ q ν * transfer a σ τ =
      (if τ = μ then excite a p σ q ν else 0) - (if ν = σ then excite a p μ q τ else 0) := by
  rw [transfer, Finset.sum_mul, Finset.mul_sum, ← Finset.sum_sub_distrib]
  simp only [excite_comm h, Finset.sum_sub_distrib]
  by_cases h1 : τ = μ <;> by_cases h2 : ν = σ <;> simp [h1, h2]

/-- For CAR operators and `S₊ψ = 0`, `S_zψ = sψ`, the single flip `φ = a†_{p↓} a_{q↑} ψ` has
`S_zφ = (s-1)φ`, `S₊²φ = -2 a†_{p↑} a_{q↓} ψ` and `S₊³φ = 0`. -/
theorem flip_ladder (h : IsCAR a) {ψ : n → ℂ} {s : ℝ} (hp : Splus a *ᵥ ψ = 0)
    (hz : Sz a *ᵥ ψ = (s : ℂ) • ψ) (p q : ι) :
    Sz a *ᵥ excite a p .down q .up *ᵥ ψ =
      ((s - 1 : ℝ) : ℂ) • (excite a p .down q .up *ᵥ ψ) ∧
    Splus a *ᵥ Splus a *ᵥ excite a p .down q .up *ᵥ ψ =
      (-2 : ℂ) • (excite a p .up q .down *ᵥ ψ) ∧
    Splus a *ᵥ Splus a *ᵥ Splus a *ᵥ excite a p .down q .up *ᵥ ψ = 0 := by
  -- on ψ, raising an excitation is the same as commuting with it
  have r : ∀ μ ν, Splus a *ᵥ excite a p μ q ν *ᵥ ψ =
      ((if Spin.down = μ then excite a p .up q ν else 0) -
        (if ν = Spin.up then excite a p μ q .down else 0)) *ᵥ ψ := by
    intro μ ν
    have hp' : transfer a .up .down *ᵥ ψ = 0 := hp
    rw [← transfer_comm h .up .down μ ν p q]
    simp only [sub_mulVec, ← mulVec_mulVec, hp', mulVec_zero, sub_zero, Splus]
  have e1 := r .down .up
  have e2 := r .up .up
  have e3 := r .down .down
  have e4 := r .up .down
  simp only [reduceCtorEq, if_true, if_false, sub_mulVec, zero_mulVec, sub_zero,
    zero_sub] at e1 e2 e3 e4
  have two : Splus a *ᵥ Splus a *ᵥ excite a p .down q .up *ᵥ ψ =
      (-2 : ℂ) • (excite a p .up q .down *ᵥ ψ) := by
    rw [e1, mulVec_sub, e2, e3]
    module
  refine ⟨?_, two, by rw [two, mulVec_smul, e4, smul_zero]⟩
  have h1 := transfer_comm h .up .up .down .up p q
  have h2 := transfer_comm h .down .down .down .up p q
  simp only [reduceCtorEq, if_true, if_false] at h1 h2
  have c : Sz a * excite a p .down q .up =
      excite a p .down q .up * Sz a - excite a p .down q .up := by
    simp only [Sz, smul_mul_assoc, mul_smul_comm, sub_mul, mul_sub]
    linear_combination (norm := module) (1 / 2 : ℂ) • h1 - (1 / 2 : ℂ) • h2
  rw [mulVec_mulVec, c, sub_mulVec, ← mulVec_mulVec, hz, mulVec_smul]
  push_cast
  module

end

end FlipLadder
```

Messages:

```
Main.lean:93:4: error: ring failed, ring expressions not equal
ι : Type u_1
n : Type u_2
inst✝³ : DecidableEq ι
inst✝² : Fintype n
inst✝¹ : DecidableEq n
a : ι → Spin → Matrix n n ℂ
inst✝ : Fintype ι
h : IsCAR a
ψ : n → ℂ
s : ℝ
hp : Splus a *ᵥ ψ = 0
hz : Sz a *ᵥ ψ = ↑s • ψ
p q : ι
r :
  ∀ (μ ν : Spin),
    Splus a *ᵥ excite a p μ q ν *ᵥ ψ =
      ((if Spin.down = μ then excite a p Spin.up q ν else 0) - if ν = Spin.up then excite a p μ q Spin.down else 0) *ᵥ ψ
e1 :
  Splus a *ᵥ excite a p Spin.down q Spin.up *ᵥ ψ =
    excite a p Spin.up q Spin.up *ᵥ ψ - excite a p Spin.down q Spin.down *ᵥ ψ
e2 : Splus a *ᵥ excite a p Spin.up q Spin.up *ᵥ ψ = -excite a p Spin.up q Spin.down *ᵥ ψ
e3 : Splus a *ᵥ excite a p Spin.down q Spin.down *ᵥ ψ = excite a p Spin.up q Spin.down *ᵥ ψ
e4 : Splus a *ᵥ excite a p Spin.up q Spin.down *ᵥ ψ = 0
⊢ 1 = 0
```

Diagnosis. The error is at the `module` that should finish `two`, the formula for S₊²φ. Write E for `excite a p .up q .down`. In `e2` the commutator is `0 - E`, which `simp` turns into `-E` by `zero_sub`, while it is still a matrix waiting to act on ψ. So the printed `-excite a p Spin.up q Spin.down *ᵥ ψ` means `(-E) *ᵥ ψ`, with the minus sign inside the product.

After the rewrites the goal is `(-E) *ᵥ ψ - E *ᵥ ψ = (-2 : ℂ) • (E *ᵥ ψ)`. This is true, but `module` does not look inside `*ᵥ`, and takes `(-E) *ᵥ ψ` and `E *ᵥ ψ` for two unrelated vectors. The first has coefficient 1 on the left and 0 on the right, hence the impossible `1 = 0`.

The repair adds `neg_mulVec` to the `simp only` list, which turns `(-E) *ᵥ ψ` into `-(E *ᵥ ψ)`. Both terms on the left are then multiples of the same vector, and `module` has only to check that −1 − 1 = −2.

As a diff, the version that Lean accepts:

```diff
@@ -87,5 +87,5 @@
   have e4 := r .up .down
   simp only [reduceCtorEq, if_true, if_false, sub_mulVec, zero_mulVec, sub_zero,
-    zero_sub] at e1 e2 e3 e4
+    zero_sub, neg_mulVec] at e1 e2 e3 e4
   have two : Splus a *ᵥ Splus a *ᵥ excite a p .down q .up *ᵥ ψ =
       (-2 : ℂ) • (excite a p .up q .down *ᵥ ψ) := by
```
